# Transition probabilities of a finite continuous-time Markov chain are non-negative

A classical system jumps among finitely many states, with a time-independent real generator `L` whose off-diagonal entries, the jump rates, are non-negative and whose rows sum to zero. The lemma `transition_nonneg` states that for every time t ≥ 0 each entry of the matrix exponential exp(tL) is non-negative; these entries are the transition probabilities. The attempt adds to `L` a multiple c of the identity, large enough that N = t(L + c·1) has no negative entry, so that the powers of N and their exponential series have none either. It then recovers exp(tL) as exp(N) times the positive number exp(−tc), for which it needs the exponential of a multiple of the identity, and so the power series of the real exponential.

In Lean, a first try:

```lean
import Mathlib

open Matrix

namespace ClassicalFluctuationDissipation

noncomputable section

variable {ι : Type*} [Fintype ι] [DecidableEq ι]

/-- A backward generator: nonnegative jump rates between distinct states and zero row sums. -/
structure IsGenerator (L : Matrix ι ι ℝ) : Prop where
  rate_nonneg : ∀ i j, i ≠ j → 0 ≤ L i j
  row_sum : ∀ i, ∑ j, L i j = 0

/-- Each entry of a matrix exponential is the sum of its exponential series. -/
theorem exp_entry_hasSum (M : Matrix ι ι ℝ) (i j : ι) :
    HasSum (fun k : ℕ => ((k.factorial : ℝ)⁻¹) * (M ^ k) i j) (NormedSpace.exp M i j) := by
  let : NormedRing (Matrix ι ι ℝ) := Matrix.linftyOpNormedRing
  let : NormedAlgebra ℝ (Matrix ι ι ℝ) := Matrix.linftyOpNormedAlgebra
  have hs : HasSum (fun k : ℕ => ((k.factorial : ℝ)⁻¹) • M ^ k) (NormedSpace.exp M) :=
    NormedSpace.exp_series_hasSum_exp' M
  exact hs.map (Matrix.entryAddMonoidHom ℝ i j) (continuous_id.matrix_elem i j)

/-- Transition probabilities over a nonnegative time are nonnegative. -/
theorem transition_nonneg {L : Matrix ι ι ℝ} (hL : IsGenerator L) {t : ℝ} (ht : 0 ≤ t)
    (i j : ι) : 0 ≤ NormedSpace.exp (t • L) i j := by
  -- shift the diagonal so that every entry becomes nonnegative
  let c : ℝ := ∑ k, |L k k|
  let N : Matrix ι ι ℝ := t • (L + c • (1 : Matrix ι ι ℝ))
  have hN : ∀ a b, 0 ≤ N a b := by
    intro a b
    change 0 ≤ t * (L a b + c * (1 : Matrix ι ι ℝ) a b)
    apply mul_nonneg ht
    rcases eq_or_ne a b with rfl | hab
    · have h1 : |L a a| ≤ c :=
        Finset.single_le_sum (f := fun k => |L k k|) (fun k _ => abs_nonneg _)
          (Finset.mem_univ a)
      rw [Matrix.one_apply_eq]
      linarith [neg_abs_le (L a a)]
    · rw [Matrix.one_apply_ne hab]
      linarith [hL.rate_nonneg a b hab]
  have hpow : ∀ (k : ℕ) (a b : ι), 0 ≤ (N ^ k) a b := by
    intro k
    induction k with
    | zero =>
      intro a b
      rw [pow_zero, Matrix.one_apply]
      split_ifs <;> norm_num
    | succ k ih =>
      intro a b
      rw [pow_succ, Matrix.mul_apply]
      exact Finset.sum_nonneg fun x _ => mul_nonneg (ih a x) (hN x b)
  have hexpN : 0 ≤ NormedSpace.exp N i j := by
    rw [← (exp_entry_hasSum N i j).tsum_eq]
    exact tsum_nonneg fun k => mul_nonneg (by positivity) (hpow k i j)
  -- the shift contributes only a positive scalar factor
  have hscalar : ∀ r : ℝ, NormedSpace.exp (r • (1 : Matrix ι ι ℝ))
      = Real.exp r • (1 : Matrix ι ι ℝ) := by
    intro r
    ext a b
    have hr : HasSum (fun k : ℕ => ((k.factorial : ℝ)⁻¹) * r ^ k) (Real.exp r) := by
      rw [Real.exp_eq_exp_ℝ]
      first
        | exact NormedSpace.exp_series_hasSum_exp' r
        | exact NormedSpace.expSeries_hasSum_exp' r
        | exact NormedSpace.exp_series_hasSum_exp' ℝ r
    refine (exp_entry_hasSum _ a b).unique ?_
    have h2 := hr.mul_right ((1 : Matrix ι ι ℝ) a b)
    simpa only [smul_pow, one_pow, Matrix.smul_apply, smul_eq_mul, mul_assoc] using h2
  have hsplit : t • L = N + (-(t * c)) • (1 : Matrix ι ι ℝ) := by
    change t • L = t • (L + c • (1 : Matrix ι ι ℝ)) + (-(t * c)) • (1 : Matrix ι ι ℝ)
    module
  rw [hsplit, Matrix.exp_add_of_commute _ _ ((Commute.one_right N).smul_right _), hscalar,
    mul_smul_comm, mul_one, Matrix.smul_apply, smul_eq_mul]
  exact mul_nonneg (Real.exp_pos _).le hexpN

end

end ClassicalFluctuationDissipation
```

Compiling this gives:

```
Main.lean:67:53: error: Application type mismatch: The argument
  r
has type
  ℝ
of sort `Type` but is expected to have type
  ?m.361 ∈ nhds (NormedSpace.exp ℝ)
of sort `Prop` in the application
  NormedSpace.exp_series_hasSum_exp' ℝ r
Main.lean:67:16: error(lean.synthInstanceFailed): failed to synthesize instance of type class
  NormedRing Type

Hint: Type class instance resolution failures can be inspected with the `set_option trace.Meta.synthInstance true` command.
```

Diagnosis. The failure is in `hr`, the series of the real exponential. Both messages concern the last alternative of `first`. There `NormedSpace.exp_series_hasSum_exp'` takes `ℝ` as the point at which the exponential is evaluated, not as the field of scalars. Lean therefore looks for a `NormedRing` structure on `Type`, where `ℝ` lives, and finds `r` where a proof about neighbourhoods is due.

The messages do not say why the earlier alternatives failed. The code does show a mismatch in the first: the lemma gives a series written with scalar multiplication `•`, whereas the goal has `*`, and the scalar field `𝕂` is left for Lean to infer across that difference.

The repair names the field with `(𝕂 := ℝ)`, which leaves `r` as the point, and states the series in `hs` with `•`, as the lemma gives it. After `Real.exp_eq_exp_ℝ` has rewritten the goal's exponential, `simpa only [smul_eq_mul] using hs` turns `•` into `*` and closes the goal.

Lean accepts the file once it reads:

```diff
@@ -61,9 +61,8 @@
     ext a b
     have hr : HasSum (fun k : ℕ => ((k.factorial : ℝ)⁻¹) * r ^ k) (Real.exp r) := by
+      have hs : HasSum (fun k : ℕ => ((k.factorial : ℝ)⁻¹) • r ^ k) (NormedSpace.exp r) :=
+        NormedSpace.exp_series_hasSum_exp' (𝕂 := ℝ) r
       rw [Real.exp_eq_exp_ℝ]
-      first
-        | exact NormedSpace.exp_series_hasSum_exp' r
-        | exact NormedSpace.expSeries_hasSum_exp' r
-        | exact NormedSpace.exp_series_hasSum_exp' ℝ r
+      simpa only [smul_eq_mul] using hs
     refine (exp_entry_hasSum _ a b).unique ?_
     have h2 := hr.mul_right ((1 : Matrix ι ι ℝ) a b)
```
